# Error of the best Gaussian product for harmonically coupled oscillators at weak and strong coupling

Two unit oscillators on a line, with $\hbar=m=\omega=1$, are joined by the spring energy $\tfrac k2(x_1-x_2)^2$. Take $k=4$. The centre of mass keeps frequency 1, while the relative coordinate has frequency $\sqrt{1+2\cdot4}=3$, so the ground-state energy is $(1+3)/2=2$. A product of two equal Gaussians must use the same width in both directions. Its best energy is $\sqrt5\approx2.236$.

The problems below find this error for $N$ oscillators, with the same spring between every pair, when the trial function is a product of equal Gaussians centred at the origin. In electronic-structure terms it is the energy missed by a mean-field product, here for harmonic forces and a single variational parameter.

```lean
import Mathlib

open Filter Topology

namespace CoupledOscillators

noncomputable section
```

A configuration is `x : Fin N → ℝ`. `Pi.single i t` displaces particle $i$ by $t$, so the repeated `deriv` at 0 is $\partial_i^2\psi$. The double sum counts each pair twice, hence `k / 4`.

```lean
/-- The Hamiltonian of `N` unit oscillators on a line, in which every pair is coupled by
the energy `k (x i - x j)^2 / 2`; the double sum counts each pair twice. -/
def hamiltonian {N : ℕ} (k : ℝ) (ψ : (Fin N → ℝ) → ℝ) (x : Fin N → ℝ) : ℝ :=
  -(1 / 2) * ∑ i, deriv (deriv fun t : ℝ => ψ (x + (Pi.single i t : Fin N → ℝ))) 0
    + (1 / 2 * ∑ i, x i ^ 2 + k / 4 * ∑ i, ∑ j, (x i - x j) ^ 2) * ψ x
```

Write $R=\sum_i x_i^2$ and $S=\sum_i x_i$. The unnormalised symmetric Gaussian is $\psi_{b,c}=e^{-(bR+cS^2)/2}$.

```lean
/-- A permutation-symmetric Gaussian; at `c = 0` it is a product of one-particle Gaussians. -/
def gaussian {N : ℕ} (b c : ℝ) (x : Fin N → ℝ) : ℝ :=
  Real.exp (-(b / 2 * ∑ i, x i ^ 2 + c / 2 * (∑ i, x i) ^ 2))
```

With $\beta=\sqrt{1+Nk}$, set $E=\tfrac12\bigl(1+(N-1)\beta\bigr)$. Part (d) ties this number to the Hamiltonian.

```lean
/-- The energy `(1 + (N - 1) √(1 + N k)) / 2` of the correlated Gaussian state,
for `N ≥ 1` and `1 + N k > 0`. -/
def exactEnergy (N : ℕ) (k : ℝ) : ℝ := (1 + ((N : ℝ) - 1) * √(1 + N * k)) / 2
```

For a normalised product of Gaussians $e^{-ax^2/2}$, where $a$ is an inverse squared length, $\langle p_i^2\rangle=a/2$, $\langle x_i^2\rangle=1/(2a)$ and $\langle(x_i-x_j)^2\rangle=1/a$. Summing over $N$ particles and $N(N-1)/2$ pairs gives

$$\varepsilon(a)=N\left(\frac a4+\frac{1+(N-1)k}{4a}\right).$$

Lean takes this formula as a definition; the Gaussian averages behind it are quoted above and not proved in Lean.

```lean
/-- The mean energy of the product of `N` Gaussians `exp (-a x^2 / 2)`, for `a > 0`. -/
def productEnergy (N : ℕ) (k a : ℝ) : ℝ :=
  N * (a / 4 + (1 + ((N : ℝ) - 1) * k) / (4 * a))
```

$M$ is the infimum of $\varepsilon(a)$ over $a>0$.

```lean
/-- The infimum of the Gaussian-product energy over all `a > 0`,
for `1 + (N - 1) k > 0`. -/
def productMinimum (N : ℕ) (k : ℝ) : ℝ := sInf (productEnergy N k '' Set.Ioi 0)
```

## (a) Curvature of a one-variable Gaussian

Show that $f(t)=e^{-(pt^2+qt+s)}$ satisfies
$$f''(0)=(q^2-2p)\,e^{-s}.$$

**Solution.** First $f'=-(2pt+q)f$, then $f''=\bigl[(2pt+q)^2-2p\bigr]f$. Put $t=0$. In Lean, `h1` is the first derivative at every $t$, and the product rule with `h3` gives the second.

```lean
/-- The second derivative at the origin of a Gaussian in one variable. -/
theorem second_deriv_exp (p q s : ℝ) :
    deriv (deriv fun t : ℝ => Real.exp (-(p * (t * t) + q * t + s))) 0
      = (q ^ 2 - 2 * p) * Real.exp (-s) := by
  have h1 : ∀ t : ℝ, HasDerivAt (fun t : ℝ => Real.exp (-(p * (t * t) + q * t + s)))
      (-(2 * p * t + q) * Real.exp (-(p * (t * t) + q * t + s))) t := by
    intro t
    have h : HasDerivAt (fun t : ℝ => -(p * (t * t) + q * t + s)) (-(2 * p * t + q)) t :=
      ((((((hasDerivAt_id' t).fun_mul (hasDerivAt_id' t)).const_mul p).fun_add
        ((hasDerivAt_id' t).const_mul q)).add_const s).fun_neg).congr_deriv (by ring)
    exact h.exp.congr_deriv (by ring)
  rw [funext fun t => (h1 t).deriv]
  have h3 : HasDerivAt (fun t : ℝ => -(2 * p * t + q)) (-(2 * p)) 0 :=
    ((((hasDerivAt_id' (0 : ℝ)).const_mul (2 * p)).add_const q).fun_neg).congr_deriv (by ring)
  refine (h3.fun_mul (h1 0)).deriv.trans ?_
  have e : -(p * ((0 : ℝ) * 0) + q * 0 + s) = -s := by ring
  simp only [e]
  ring
```

## (b) Curvature along one particle's coordinate

Show that
$$\partial_i^2\psi_{b,c}=\bigl[(bx_i+cS)^2-(b+c)\bigr]\psi_{b,c}.$$

**Solution.** Displacing $x_i$ by $t$ sends $S$ to $S+t$ and $R$ to $R+2x_it+t^2$ (`h1` and `h2`). The exponent becomes
$$-\left[\tfrac{b+c}2t^2+(bx_i+cS)t+\tfrac b2R+\tfrac c2S^2\right].$$
Apply (a) with $p=(b+c)/2$ and $q=bx_i+cS$.

```lean
/-- The second derivative of a symmetric Gaussian along the coordinate of particle `i`. -/
theorem second_deriv_gaussian {N : ℕ} (b c : ℝ) (x : Fin N → ℝ) (i : Fin N) :
    deriv (deriv fun t : ℝ => gaussian b c (x + (Pi.single i t : Fin N → ℝ))) 0
      = ((b * x i + c * ∑ j, x j) ^ 2 - (b + c)) * gaussian b c x := by
  have h : (fun t : ℝ => gaussian b c (x + (Pi.single i t : Fin N → ℝ))) = fun t : ℝ =>
      Real.exp (-((b + c) / 2 * (t * t) + (b * x i + c * ∑ j, x j) * t
        + (b / 2 * ∑ j, x j ^ 2 + c / 2 * (∑ j, x j) ^ 2))) := by
    funext t
    have h1 : ∑ j, (x + (Pi.single i t : Fin N → ℝ)) j = ∑ j, x j + t := by
      simp [Pi.single_apply, Finset.sum_add_distrib]
    have h2 : ∑ j, (x + (Pi.single i t : Fin N → ℝ)) j ^ 2
        = ∑ j, x j ^ 2 + (2 * x i * t + t * t) := by
      have h3 : ∀ j, (x + (Pi.single i t : Fin N → ℝ)) j ^ 2
          = x j ^ 2 + if j = i then 2 * x i * t + t * t else 0 := by
        intro j
        by_cases hj : j = i
        · subst hj
          rw [if_pos rfl, Pi.add_apply, Pi.single_eq_same]
          ring
        · simp [hj]
      rw [Finset.sum_congr rfl fun j _ => h3 j, Finset.sum_add_distrib]
      simp
    unfold gaussian
    rw [h1, h2]
    congr 1
    ring
  rw [h, second_deriv_exp]
  unfold gaussian
  ring
```

## (c) The Hamiltonian on a symmetric Gaussian

Show that
$$H\psi_{b,c}=\left[\tfrac{N(b+c)}2+\tfrac{1+Nk-b^2}2R-\tfrac{k+2bc+Nc^2}2S^2\right]\psi_{b,c}.$$

**Solution.** Expanding the squares gives
$$\sum_{i,j}(x_i-x_j)^2=2NR-2S^2,\qquad \sum_i(bx_i+cS)^2=b^2R+(2bc+Nc^2)S^2.$$
The first (`hp`) makes the potential $\tfrac{1+Nk}2R-\tfrac k2S^2$. The second (`hq`, with the constants included) makes the kinetic term $\tfrac{N(b+c)}2-\tfrac{b^2}2R-\tfrac{2bc+Nc^2}2S^2$. Add them.

```lean
/-- The Hamiltonian multiplies a symmetric Gaussian by a constant plus terms in
`∑ x i ^ 2` and `(∑ x i) ^ 2`. -/
theorem hamiltonian_gaussian {N : ℕ} (k b c : ℝ) (x : Fin N → ℝ) :
    hamiltonian k (gaussian b c) x = (N * (b + c) / 2
      + (1 + N * k - b ^ 2) / 2 * ∑ i, x i ^ 2
      - (k + 2 * b * c + N * c ^ 2) / 2 * (∑ i, x i) ^ 2) * gaussian b c x := by
  have hp : ∑ i, ∑ j, (x i - x j) ^ 2 = 2 * N * ∑ i, x i ^ 2 - 2 * (∑ i, x i) ^ 2 := by
    simp only [sub_sq, Finset.sum_add_distrib, Finset.sum_sub_distrib, ← Finset.mul_sum,
      ← Finset.sum_mul, Finset.sum_const, Finset.card_univ, Fintype.card_fin, nsmul_eq_mul]
    ring
  have hq : ∀ S : ℝ, ∑ i, ((b * x i + c * S) ^ 2 - (b + c))
      = b ^ 2 * ∑ i, x i ^ 2 + 2 * b * c * S * ∑ i, x i + N * (c ^ 2 * S ^ 2 - (b + c)) := by
    intro S
    have h : ∀ i, (b * x i + c * S) ^ 2 - (b + c)
        = b ^ 2 * x i ^ 2 + 2 * b * c * S * x i + (c ^ 2 * S ^ 2 - (b + c)) :=
      fun i => by ring
    rw [Finset.sum_congr rfl fun i _ => h i]
    simp only [Finset.sum_add_distrib, ← Finset.mul_sum, Finset.sum_const,
      Finset.card_univ, Fintype.card_fin, nsmul_eq_mul]
  unfold hamiltonian
  rw [Finset.sum_congr rfl fun i _ => second_deriv_gaussian b c x i, ← Finset.sum_mul, hq, hp]
  ring
```

## (d) A correlated eigenfunction

For $N\ge1$ and $1+Nk>0$, show that
$$H\psi_{b,c}=E\,\psi_{b,c},\qquad b=\beta,\quad c=\frac{1-\beta}N.$$

**Solution.** The coefficient of $R$ vanishes because $b^2=1+Nk$. For that of $S^2$ (`hS`),
$$N(k+2bc+Nc^2)=Nk+2b(1-b)+(1-b)^2=Nk+1-b^2=0.$$
The constant is $\tfrac12(Nb+1-b)=E$.

```lean
/-- For `N ≥ 1` and `1 + N k > 0` a correlated Gaussian is an eigenfunction of the
Hamiltonian, with eigenvalue `exactEnergy N k`. -/
theorem exact_eigenfunction {N : ℕ} (hN : 1 ≤ N) {k : ℝ} (hk : 0 < 1 + N * k)
    (x : Fin N → ℝ) :
    hamiltonian k (gaussian √(1 + N * k) ((1 - √(1 + N * k)) / N)) x
      = exactEnergy N k * gaussian √(1 + N * k) ((1 - √(1 + N * k)) / N) x := by
  have hN0 : (N : ℝ) ≠ 0 := Nat.cast_ne_zero.mpr (by omega)
  have hb := Real.sq_sqrt hk.le
  rw [hamiltonian_gaussian]
  unfold exactEnergy
  generalize √(1 + N * k) = b at *
  have hc : (N : ℝ) * ((1 - b) / N) = 1 - b := mul_div_cancel₀ _ hN0
  generalize (1 - b) / (N : ℝ) = c at *
  -- the coefficient of the squared centre of mass vanishes
  have hS : k + 2 * b * c + N * c ^ 2 = 0 := by
    apply mul_left_cancel₀ hN0
    linear_combination (2 * b + N * c + (1 - b)) * hc - hb
  linear_combination gaussian b c x *
    (-(1 / 2) * (∑ i, x i ^ 2) * hb - (1 / 2) * (∑ i, x i) ^ 2 * hS + (1 / 2) * hc)
```

The function is positive and decays, with $b+Nc=1$ along the centre of mass and $b>0$ in the relative directions. The usual positivity argument then makes it the ground state; the theorem itself states only the eigenvalue equation.

The condition on $k$ has content. For $N=2$, $k=-1$ the potential is $x_1x_2$, unbounded below. Lean sets the square root of a negative number to 0, so the proposed function is $e^{-(x_1+x_2)^2/4}$, and (c) gives
$$H\psi=\left[\tfrac12-\tfrac14(x_1-x_2)^2\right]\psi,$$
which is no eigenvalue equation. The example refutes an extension to all $k$ with $1+Nk<0$; it says nothing against $1+Nk=0$.

## (e) The best Gaussian product

For $1+(N-1)k>0$, put $w=\sqrt{1+(N-1)k}$ and show that
$$M=\tfrac N2\,w.$$

**Solution.** Complete the square:
$$\frac a4+\frac{w^2}{4a}-\frac w2=\frac{(a-w)^2}{4a}\ge0,$$
with equality at $a=w$. Multiply by $N$. `IsLeast` asks for these same two facts: the value is attained, and it is a lower bound. "Best" here means best among equal Gaussians centred at the origin. For $N\ge2$ and $1+Nk<0$ the potential is unbounded below, and moving the Gaussians apart lowers the energy without limit, even where $1+(N-1)k>0$ and $M$ is finite.

```lean
/-- If `1 + (N - 1) k > 0`, the best Gaussian product has energy `(N / 2) √(1 + (N - 1) k)`. -/
theorem productMinimum_eq (N : ℕ) {k : ℝ} (hk : 0 < 1 + ((N : ℝ) - 1) * k) :
    productMinimum N k = N / 2 * √(1 + ((N : ℝ) - 1) * k) := by
  have hs := Real.sqrt_pos.mpr hk
  have e := (Real.mul_self_sqrt hk.le).symm
  unfold productMinimum
  generalize √(1 + ((N : ℝ) - 1) * k) = s at *
  apply IsLeast.csInf_eq
  constructor
  · refine ⟨s, hs, ?_⟩
    have h : s * s / (4 * s) = s / 4 := by field_simp
    unfold productEnergy
    rw [e, h]
    ring
  · rintro _ ⟨a, ha, rfl⟩
    have ha' : 0 < a := ha
    -- complete the square in the width parameter
    have h : a / 4 + s * s / (4 * a) - s / 2 = (a - s) ^ 2 / (4 * a) := by
      field_simp
      ring
    have h0 : 0 ≤ (a - s) ^ 2 / (4 * a) := by positivity
    unfold productEnergy
    rw [e]
    calc (N : ℝ) / 2 * s = N * (s / 2) := by ring
      _ ≤ _ := mul_le_mul_of_nonneg_left (by linarith) (Nat.cast_nonneg N)
```

## (f) The error at any allowed coupling

For $N\ge1$ and $1+Nk\ge0$, show that
$$M-E=\frac{(N-1)N^2k^2}{2(1+\beta)^2\,D},\qquad D=Nw+1+(N-1)\beta.$$

**Solution.** The root $w$ is positive: $1+(N-1)k>0$ is clear for $k\ge0$, and for $k<0$ it equals $(1+Nk)-k>0$. Since $2(M-E)=Nw-[1+(N-1)\beta]$, multiplying by $D$ gives
$$2(M-E)D=N^2w^2-[1+(N-1)\beta]^2.$$
From $Nk=\beta^2-1$ we get $N^2w^2=N+N(N-1)\beta^2$, so the right side is $(N-1)(\beta-1)^2$. Insert $\beta-1=Nk/(1+\beta)$ and divide by $2D>0$. Lean clears the denominator and uses the squares of both roots in `linear_combination`.

```lean
/-- The exact error of the best Gaussian product, for `N ≥ 1` and `1 + N k ≥ 0`. -/
theorem product_error {N : ℕ} (hN : 1 ≤ N) {k : ℝ} (hk : 0 ≤ 1 + N * k) :
    productMinimum N k - exactEnergy N k = ((N : ℝ) - 1) * N ^ 2 * k ^ 2 /
      (2 * (1 + √(1 + N * k)) ^ 2 *
        (N * √(1 + ((N : ℝ) - 1) * k) + 1 + ((N : ℝ) - 1) * √(1 + N * k))) := by
  have hN1 : (0 : ℝ) ≤ (N : ℝ) - 1 := sub_nonneg.mpr (by exact_mod_cast hN)
  have hw : 0 < 1 + ((N : ℝ) - 1) * k := by
    rcases le_or_gt 0 k with h | h
    · have := mul_nonneg hN1 h
      linarith
    · linarith
  rw [productMinimum_eq N hw]
  unfold exactEnergy
  have hm := Real.sq_sqrt hw.le
  have hb := Real.sq_sqrt hk
  have hm0 := Real.sqrt_nonneg (1 + ((N : ℝ) - 1) * k)
  have hb0 := Real.sqrt_nonneg (1 + N * k)
  generalize √(1 + ((N : ℝ) - 1) * k) = m at *
  generalize √(1 + N * k) = b at *
  have hD : 0 < N * m + 1 + ((N : ℝ) - 1) * b := by
    have h1 := mul_nonneg (Nat.cast_nonneg (α := ℝ) N) hm0
    have h2 := mul_nonneg hN1 hb0
    linarith
  have hB : 0 < 2 * (1 + b) ^ 2 := by positivity
  rw [eq_div_iff (mul_pos hB hD).ne']
  linear_combination (1 + b) ^ 2 * N ^ 2 * hm
    + (-(1 + b) ^ 2 * N * (N - 1) + (N - 1) * (b ^ 2 - 1 + N * k)) * hb
```

The error is therefore positive when $N\ge2$ and $k\ne0$. At the endpoint $1+Nk=0$ with $N\ge2$ the relative motion is free, and $E=\tfrac12$ is the infimum of the energy, not the energy of a bound state.

## (g) Weak coupling

For $N\ge1$, show that
$$\lim_{k\to0}\frac{M-E}{k^2}=\frac{N(N-1)}{16}.$$

**Solution.** Divide (f) by $k^2$. As $k\to0$, $\beta$ and $w$ tend to 1, so the denominator tends to $2\cdot4\cdot2N=16N$, and $(N-1)N^2/(16N)$ is the limit. The filter `𝓝[≠] 0` admits both signs of $k$ and excludes 0; `congr'` needs (f) only near 0.

```lean
/-- At weak coupling the error of the best Gaussian product of `N ≥ 1` oscillators,
divided by `k^2`, tends to `N (N - 1) / 16`. -/
theorem weak_coupling {N : ℕ} (hN : 1 ≤ N) :
    Tendsto (fun k => (productMinimum N k - exactEnergy N k) / k ^ 2) (𝓝[≠] 0)
      (𝓝 ((N : ℝ) * (N - 1) / 16)) := by
  have hN0 : (N : ℝ) ≠ 0 := Nat.cast_ne_zero.mpr (by omega)
  have hD : Tendsto (fun k : ℝ => 2 * (1 + √(1 + N * k)) ^ 2 *
      (N * √(1 + ((N : ℝ) - 1) * k) + 1 + ((N : ℝ) - 1) * √(1 + N * k)))
      (𝓝 0) (𝓝 (16 * (N : ℝ))) :=
    Continuous.tendsto' (by fun_prop) _ _ (by
      simp only [mul_zero, add_zero, Real.sqrt_one]
      ring)
  have hq := (tendsto_const_nhds (x := ((N : ℝ) - 1) * N ^ 2)).div hD
    (mul_ne_zero (by norm_num) hN0)
  have e : ((N : ℝ) - 1) * N ^ 2 / (16 * N) = N * (N - 1) / 16 := by
    rw [div_eq_div_iff (mul_ne_zero (by norm_num) hN0) (by norm_num)]
    ring
  rw [e] at hq
  have hc : Tendsto (fun k : ℝ => 1 + N * k) (𝓝 0) (𝓝 1) :=
    Continuous.tendsto' (by fun_prop) _ _ (by simp)
  refine (hq.mono_left nhdsWithin_le_nhds).congr' ?_
  filter_upwards [self_mem_nhdsWithin,
    (hc.eventually (lt_mem_nhds one_pos)).filter_mono nhdsWithin_le_nhds] with k hk0 hk
  have hk2 : k ^ 2 ≠ 0 := pow_ne_zero 2 hk0
  rw [product_error hN hk.le, div_right_comm, mul_div_cancel_right₀ _ hk2]
  rfl
```

## (h) Strong coupling

For $N\ge2$, show that
$$\lim_{k\to\infty}\frac ME=\sqrt{\frac N{N-1}}.$$

**Solution.** With $u=1/k$, take $\sqrt k$ out of every term (`hf` and `h1`):
$$\frac ME=\frac{N\sqrt{u+N-1}}{\sqrt u+(N-1)\sqrt{u+N}}\longrightarrow\frac{N\sqrt{N-1}}{(N-1)\sqrt N}=\sqrt{\frac N{N-1}}.$$

```lean
/-- At strong coupling the ratio of the best Gaussian-product energy to the exact energy
of `N ≥ 2` oscillators tends to `√(N / (N - 1))`. -/
theorem strong_coupling {N : ℕ} (hN : 2 ≤ N) :
    Tendsto (fun k => productMinimum N k / exactEnergy N k) atTop
      (𝓝 √((N : ℝ) / (N - 1))) := by
  have h2 : (2 : ℝ) ≤ N := by exact_mod_cast hN
  have hN0 : (0 : ℝ) < N := by linarith
  have hN1 : (0 : ℝ) < (N : ℝ) - 1 := by linarith
  have hn : Tendsto (fun u : ℝ => N * √(u + ((N : ℝ) - 1))) (𝓝 0)
      (𝓝 (N * √((N : ℝ) - 1))) := Continuous.tendsto' (by fun_prop) _ _ (by simp)
  have hd : Tendsto (fun u : ℝ => √u + ((N : ℝ) - 1) * √(u + N)) (𝓝 0)
      (𝓝 (((N : ℝ) - 1) * √(N : ℝ))) := Continuous.tendsto' (by fun_prop) _ _ (by simp)
  have hd0 : ((N : ℝ) - 1) * √(N : ℝ) ≠ 0 := (mul_pos hN1 (Real.sqrt_pos.mpr hN0)).ne'
  have e : N * √((N : ℝ) - 1) / (((N : ℝ) - 1) * √(N : ℝ)) = √((N : ℝ) / (N - 1)) := by
    rw [Real.sqrt_div hN0.le, div_eq_div_iff hd0 (Real.sqrt_pos.mpr hN1).ne']
    linear_combination (N : ℝ) * Real.mul_self_sqrt hN1.le
      - ((N : ℝ) - 1) * Real.mul_self_sqrt hN0.le
  have hq := (hn.div hd hd0).comp tendsto_inv_atTop_zero
  rw [e] at hq
  refine hq.congr' ?_
  filter_upwards [eventually_gt_atTop (0 : ℝ)] with k hk
  -- take a factor √k out of both energies
  have hf : ∀ r : ℝ, √(1 + r * k) = √k * √(k⁻¹ + r) := by
    intro r
    rw [← Real.sqrt_mul hk.le, mul_add, mul_inv_cancel₀ hk.ne', mul_comm k r]
  have h1 : √k * √(k⁻¹) = 1 := by
    rw [← Real.sqrt_mul hk.le, mul_inv_cancel₀ hk.ne', Real.sqrt_one]
  have hM : productMinimum N k = √k / 2 * (N * √(k⁻¹ + ((N : ℝ) - 1))) := by
    rw [productMinimum_eq N (by positivity), hf]
    ring
  have hE : exactEnergy N k = √k / 2 * (√(k⁻¹) + ((N : ℝ) - 1) * √(k⁻¹ + N)) := by
    unfold exactEnergy
    rw [hf]
    linear_combination -(1 / 2) * h1
  have hk2 : √k / 2 ≠ 0 := (half_pos (Real.sqrt_pos.mpr hk)).ne'
  rw [hM, hE, mul_div_mul_left _ _ hk2]
  rfl
```

## (i) Two oscillators

For $N=2$, show that
$$\frac{M-E}{k^2}\to\frac18\quad(k\to0),\qquad \frac ME\to\sqrt2\quad(k\to\infty).$$

**Solution.** Put $N=2$ in (g) and (h): $2\cdot1/16=1/8$ and $\sqrt{2/1}=\sqrt2$.

As a model of helium this replaces every Coulomb force by a spring, a step that no hypothesis justifies. Positive $k$ is attraction; repulsion between the electrons means $k<0$, and the pair stays bound only for $k>-\tfrac12$. The limit $k\to0$ admits both signs, but $k\to\infty$ is strong attraction and has no counterpart in helium. The symmetric product suits two electrons in a spin singlet, but the Pauli principle forbids it for more than two electrons; for $N>2$ the results can be read as those for identical spinless bosons.

```lean
/-- For two oscillators the product error divided by `k^2` tends to `1/8` at weak coupling,
and the ratio of product to exact energy tends to `√2` at strong coupling. -/
theorem model_helium_limits :
    Tendsto (fun k => (productMinimum 2 k - exactEnergy 2 k) / k ^ 2) (𝓝[≠] 0) (𝓝 (1 / 8)) ∧
      Tendsto (fun k => productMinimum 2 k / exactEnergy 2 k) atTop (𝓝 √2) := by
  have h1 := weak_coupling (N := 2) (by norm_num)
  have h2 := strong_coupling (N := 2) le_rfl
  rw [show ((2 : ℕ) : ℝ) * (((2 : ℕ) : ℝ) - 1) / 16 = 1 / 8 by norm_num] at h1
  rw [show ((2 : ℕ) : ℝ) / (((2 : ℕ) : ℝ) - 1) = 2 by norm_num] at h2
  exact ⟨h1, h2⟩

end

end CoupledOscillators
```

```lean
#print axioms CoupledOscillators.exact_eigenfunction
#print axioms CoupledOscillators.weak_coupling
#print axioms CoupledOscillators.model_helium_limits
```

```
'CoupledOscillators.exact_eigenfunction' depends on axioms: [propext, Classical.choice, Quot.sound]
'CoupledOscillators.weak_coupling' depends on axioms: [propext, Classical.choice, Quot.sound]
'CoupledOscillators.model_helium_limits' depends on axioms: [propext, Classical.choice, Quot.sound]
```
